# A one-shot exchange self-energy can give nonzero local particle sources that sum to zero

Electrons on a lattice are set in motion, and the exchange self-energy is kept as it was computed from a starting state. Does the density on each site still change only through the current carried by hopping?

Let $G^0$ be the one-particle density matrix of the starting state and $G$ the current one, with $G_{ij}=\langle c_j^\dagger c_i\rangle$. Both are Hermitian and refer to one spin direction. The letter $G$ usually denotes a Green's function of two times or of frequency; here it is an equal-time matrix. With a real symmetric interaction $v_{ij}$, the one-shot exchange self-energy is $S_{ij}=-v_{ij}G^0_{ij}$. Let $h$ be the one-particle Hamiltonian with the Hartree potential included; that potential is diagonal in the sites and drops out of $[h,G]_{ii}$. With $\hbar=1$, the mean-field equation of motion $i\,\dot G=[h+S,G]$ gives

$$\dot G_{ii}=-i\,[h,G]_{ii}-i\,(SG-GS)_{ii}.$$

The first term is the net inflow carried by hopping. The second arises because the off-diagonal elements of $S$ also move particles between sites; in a balance that counts only hopping, it appears as a local source. It is governed by

$$(SG-GS)_{ii}=-2i\sum_j v_{ij}\,\mathrm{Im}\big(G^0_{ij}\overline{G_{ij}}\big).$$

These local sources sum to zero over the sites, and each vanishes when $G^0=G$.

## Frozen exchange in a propagation code

In a static-exchange propagation on a finite set of sites, the identity concerns any step that reuses an old exchange matrix. Since the sources cancel in the sum, a constant total particle number does not show that the site densities obey the continuity equation with the hopping current. Inspecting the diagonal of $SG-GS$ site by site does show whether they obey it. A check made at an instant when $G^0$ and $G$ are both real will not reveal the effect, because every imaginary part in the formula is then zero.

## Pairing the terms of the commutator

Hermiticity of $G$ gives $G_{ji}=\overline{G_{ij}}$, so

$$(SG)_{ii}=-\sum_j v_{ij}G^0_{ij}\overline{G_{ij}}.$$

Symmetry of $v$ and Hermiticity of $G^0$ give

$$(GS)_{ii}=-\sum_j G_{ij}v_{ji}G^0_{ji}=-\sum_j v_{ij}G_{ij}\overline{G^0_{ij}}.$$

With $z_{ij}=G^0_{ij}\overline{G_{ij}}$, the difference is $-\sum_j v_{ij}(z_{ij}-\overline{z_{ij}})$. Since $z-\bar z=2i\,\mathrm{Im}\,z$, the formula follows.

The sum over $i$ is $\mathrm{tr}(SG)-\mathrm{tr}(GS)=0$. For $G^0=G$ the difference is $-\sum_j(v_{ij}G_{ij}G_{ji}-G_{ij}v_{ji}G_{ji})$, which vanishes term by term when $v$ is symmetric, even if $G$ is not Hermitian.

If every $z_{ij}$ is real, the sources vanish for every $v$. Conversely, suppose that they vanish for every symmetric $v$. Choose $v$ equal to one on the pair $i,j$ and zero elsewhere. The source at $i$ is then $-2i\,\mathrm{Im}\,z_{ij}$, so $z_{ij}$ is real.

For two sites, labelled 0 and 1, take $v_{01}=v_{10}=1$, zero diagonal interaction, and

$$G^0=\tfrac12\begin{pmatrix}1&1\\1&1\end{pmatrix},\qquad G=\tfrac12\begin{pmatrix}1&i\\-i&1\end{pmatrix}.$$

Then $z_{01}=-i/4$ and $z_{10}=i/4$, so the sources are $i/2$ and $-i/2$. In the equation of motion they contribute rates $1/2$ and $-1/2$.

The self-consistent case is tied to the exchange term of the Luttinger-Ward functional, taken here as the exchange energy of an equal-time matrix,

$$\Phi[G]=-\tfrac12\sum_{ij}v_{ij}G_{ij}G_{ji}.$$

For a direction $D$ and a parameter $t$, expansion gives a linear term $-\frac t2\sum_{ij}v_{ij}(G_{ij}D_{ji}+D_{ij}G_{ji})$. Swapping the indices in its second half and using the symmetry of $v$ yields

$$\Phi[G+tD]=\Phi[G]+t\,\mathrm{tr}(S[G]D)+t^2\Phi[D],$$

where $S[G]_{ij}=-v_{ij}G_{ij}$. The slope at $t=0$ is therefore $\mathrm{tr}(S[G]D)$. Under $G_{ij}\to e^{i\theta_i}G_{ij}e^{-i\theta_j}$ with real site phases $\theta_i$, the phases of $G_{ij}$ and $G_{ji}$ cancel, so $\Phi$ is unchanged. For small phases the change of $G$ is, to first order, $D_{ij}=i(\theta_i-\theta_j)G_{ij}$, and the slope along it must vanish: $\mathrm{tr}(S[G]D)=0$. With $S=S[G]$ this trace equals $-i\sum_i\theta_i(SG-GS)_{ii}$. Since the $\theta_i$ are arbitrary, every local source is zero.

## The Lean definitions and proofs

```lean
import Mathlib

open Matrix ComplexConjugate

namespace ExchangeConservation

noncomputable section

variable {n : Type*} [Fintype n]

/-- The exchange self-energy `S_ij = -v_ij G_ij` built from the matrix `G`. -/
def exchange (v : Matrix n n ℝ) (G : Matrix n n ℂ) : Matrix n n ℂ :=
  Matrix.of fun i j => -(v i j : ℂ) * G i j

/-- The exchange Luttinger-Ward functional `Φ[G] = -1/2 ∑ v_ij G_ij G_ji`. -/
def exchangePhi (v : Matrix n n ℝ) (G : Matrix n n ℂ) : ℂ :=
  -1 / 2 * ∑ i, ∑ j, (v i j : ℂ) * G i j * G j i

/-- The local particle source `(SG - GS)_ii` at site `i`, where the exchange
self-energy `S` is built from `G0`. -/
def source (v : Matrix n n ℝ) (G0 G : Matrix n n ℂ) (i : n) : ℂ :=
  (exchange v G0 * G - G * exchange v G0) i i

/-- For a symmetric interaction, the exchange self-energy is the derivative of the exchange
Luttinger-Ward functional: along any direction `D` the slope of `Φ` at `G` is `tr (S[G] D)`. -/
theorem hasDerivAt_exchangePhi {v : Matrix n n ℝ} (hv : v.IsSymm) (G D : Matrix n n ℂ) :
    HasDerivAt (fun t : ℂ => exchangePhi v (G + t • D)) (trace (exchange v G * D)) 0 := by
  -- the two cross terms agree because v is symmetric
  have hswap : ∑ i, ∑ j, (v i j : ℂ) * D i j * G j i
      = ∑ i, ∑ j, (v i j : ℂ) * G i j * D j i := by
    rw [Finset.sum_comm]
    refine Finset.sum_congr rfl fun j _ => Finset.sum_congr rfl fun i _ => ?_
    rw [hv.apply i j]
    ring
  have htr : trace (exchange v G * D) = -∑ i, ∑ j, (v i j : ℂ) * G i j * D j i := by
    simp only [Matrix.trace, Matrix.diag_apply, Matrix.mul_apply, exchange, Matrix.of_apply,
      neg_mul, Finset.sum_neg_distrib]
  -- the functional is exactly quadratic in t
  have hf : (fun t : ℂ => exchangePhi v (G + t • D)) = fun t : ℂ =>
      exchangePhi v G + t * trace (exchange v G * D) + t ^ 2 * exchangePhi v D := by
    funext t
    have hexp : ∑ i, ∑ j, (v i j : ℂ) * (G + t • D) i j * (G + t • D) j i
        = ∑ i, ∑ j, (v i j : ℂ) * G i j * G j i
          + t * ∑ i, ∑ j, (v i j : ℂ) * G i j * D j i
          + t * ∑ i, ∑ j, (v i j : ℂ) * D i j * G j i
          + t ^ 2 * ∑ i, ∑ j, (v i j : ℂ) * D i j * D j i := by
      simp only [Finset.mul_sum, ← Finset.sum_add_distrib, Matrix.add_apply,
        Matrix.smul_apply, smul_eq_mul]
      refine Finset.sum_congr rfl fun i _ => Finset.sum_congr rfl fun j _ => ?_
      ring
    rw [htr]
    unfold exchangePhi
    rw [hexp, hswap]
    ring
  rw [hf]
  have h1 := ((hasDerivAt_id' (0 : ℂ)).mul_const
    (trace (exchange v G * D))).const_add (exchangePhi v G)
  have h2 := (hasDerivAt_pow 2 (0 : ℂ)).mul_const (exchangePhi v D)
  exact (h1.fun_add h2).congr_deriv (by simp)

/-- The exchange functional is unchanged by a site-dependent phase change
`G_ij → exp(i θ_i) G_ij exp(-i θ_j)`. -/
theorem exchangePhi_gauge (v : Matrix n n ℝ) (G : Matrix n n ℂ) (θ : n → ℝ) :
    exchangePhi v (Matrix.of fun i j =>
      Complex.exp (Complex.I * θ i) * G i j * Complex.exp (-(Complex.I * θ j)))
      = exchangePhi v G := by
  have e : ∀ k, Complex.exp (Complex.I * θ k) * Complex.exp (-(Complex.I * θ k)) = 1 := by
    intro k
    rw [← Complex.exp_add, add_neg_cancel, Complex.exp_zero]
  simp only [exchangePhi, Matrix.of_apply]
  congr 1
  refine Finset.sum_congr rfl fun i _ => Finset.sum_congr rfl fun j _ => ?_
  linear_combination ((v i j : ℂ) * G i j * G j i) *
    (Complex.exp (Complex.I * θ j) * Complex.exp (-(Complex.I * θ j)) * e i + e j)

/-- For a real symmetric interaction and Hermitian `G0` and `G`, the local source is
`(SG - GS)_ii = -2i ∑_j v_ij Im (G0_ij conj G_ij)`. -/
theorem source_eq {v : Matrix n n ℝ} {G0 G : Matrix n n ℂ} (hv : v.IsSymm)
    (hG0 : G0.IsHermitian) (hG : G.IsHermitian) (i : n) :
    source v G0 G i
      = -2 * Complex.I * ∑ j, (v i j : ℂ) * ((G0 i j * conj (G i j)).im : ℂ) := by
  have h0 : ∀ j, G0 j i = conj (G0 i j) := fun j => (hG0.apply j i).symm
  have h1 : ∀ j, G j i = conj (G i j) := fun j => (hG.apply j i).symm
  simp only [source, exchange, Matrix.sub_apply, Matrix.mul_apply, Matrix.of_apply]
  rw [← Finset.sum_sub_distrib, Finset.mul_sum]
  refine Finset.sum_congr rfl fun j _ => ?_
  rw [h0 j, h1 j, hv.apply i j]
  -- each pair of terms is a number minus its complex conjugate
  have k := Complex.sub_conj (G0 i j * conj (G i j))
  simp only [map_mul, Complex.conj_conj, Complex.ofReal_mul, Complex.ofReal_ofNat] at k
  linear_combination (-(v i j : ℂ)) * k

/-- The local sources add up to zero over all sites. -/
theorem sum_source (v : Matrix n n ℝ) (G0 G : Matrix n n ℂ) :
    ∑ i, source v G0 G i = 0 := by
  change trace (exchange v G0 * G - G * exchange v G0) = 0
  rw [Matrix.trace_sub, Matrix.trace_mul_comm, sub_self]

/-- For a symmetric interaction, every local source vanishes when the self-energy is built
from `G` itself. -/
theorem source_self {v : Matrix n n ℝ} (hv : v.IsSymm) (G : Matrix n n ℂ) (i : n) :
    source v G G i = 0 := by
  simp only [source, exchange, Matrix.sub_apply, Matrix.mul_apply, Matrix.of_apply]
  rw [← Finset.sum_sub_distrib]
  refine Finset.sum_eq_zero fun j _ => ?_
  rw [hv.apply i j]
  ring

/-- For Hermitian `G0` and `G`, the local sources vanish for every real symmetric interaction
exactly when all the products `G0_ij conj G_ij` are real. -/
theorem source_eq_zero_iff {G0 G : Matrix n n ℂ} (hG0 : G0.IsHermitian)
    (hG : G.IsHermitian) :
    (∀ v : Matrix n n ℝ, v.IsSymm → ∀ i, source v G0 G i = 0)
      ↔ ∀ i j, (G0 i j * conj (G i j)).im = 0 := by
  classical
  constructor
  · intro h i j
    -- an interaction acting on the pair i, j alone
    let w : Matrix n n ℝ := Matrix.of fun a b => if s(a, b) = s(i, j) then 1 else 0
    have hw : w.IsSymm := by
      refine Matrix.IsSymm.ext fun a b => ?_
      simp only [w, Matrix.of_apply]
      rw [Sym2.eq_swap]
    have hs : ∑ b, (w i b : ℂ) * ((G0 i b * conj (G i b)).im : ℂ)
        = ((G0 i j * conj (G i j)).im : ℂ) := by
      rw [Finset.sum_eq_single j]
      · simp only [w, Matrix.of_apply, if_true, Complex.ofReal_one, one_mul]
      · intro b _ hb
        have hne : ¬ s(i, b) = s(i, j) := fun h' => hb (Sym2.congr_right.mp h')
        simp only [w, Matrix.of_apply, if_neg hne, Complex.ofReal_zero, zero_mul]
      · intro hj
        exact absurd (Finset.mem_univ j) hj
    have h1 := h w hw i
    rw [source_eq hw hG0 hG, hs] at h1
    have h2 : (-2 * Complex.I : ℂ) ≠ 0 := by simp
    exact Complex.ofReal_eq_zero.mp ((mul_eq_zero.mp h1).resolve_left h2)
  · intro h v hv i
    rw [source_eq hv hG0 hG]
    simp only [h, Complex.ofReal_zero, mul_zero, Finset.sum_const_zero]

/-- A unit interaction between two sites. -/
def bondV : Matrix (Fin 2) (Fin 2) ℝ := !![0, 1; 1, 0]

/-- A two-site matrix with real off-diagonal entries `1/2`. -/
def realG : Matrix (Fin 2) (Fin 2) ℂ := !![1 / 2, 1 / 2; 1 / 2, 1 / 2]

/-- A two-site matrix with imaginary off-diagonal entries `i/2` and `-i/2`. -/
def twistedG : Matrix (Fin 2) (Fin 2) ℂ :=
  !![1 / 2, Complex.I / 2; -Complex.I / 2, 1 / 2]

/-- On two sites with a symmetric interaction, the Hermitian matrices `G0 = realG` and
`G = twistedG` give the nonzero local sources `i/2` and `-i/2`. -/
theorem two_site_witness :
    bondV.IsSymm ∧ realG.IsHermitian ∧ twistedG.IsHermitian ∧
      source bondV realG twistedG 0 = Complex.I / 2 ∧
      source bondV realG twistedG 1 = -Complex.I / 2 := by
  refine ⟨?_, ?_, ?_, ?_, ?_⟩
  · ext i j
    fin_cases i <;> fin_cases j <;> simp [bondV]
  · ext i j
    fin_cases i <;> fin_cases j <;> simp [realG, Matrix.conjTranspose_apply]
  · ext i j
    fin_cases i <;> fin_cases j <;> simp [twistedG, Matrix.conjTranspose_apply]
  -- expand the commutator into entries before inserting the numbers
  · simp only [source, exchange, Matrix.sub_apply, Matrix.mul_apply, Matrix.of_apply,
      Fin.sum_univ_two]
    simp [bondV, realG, twistedG]
    ring
  · simp only [source, exchange, Matrix.sub_apply, Matrix.mul_apply, Matrix.of_apply,
      Fin.sum_univ_two]
    simp [bondV, realG, twistedG]
    ring

end

end ExchangeConservation
```

```lean
#print axioms ExchangeConservation.exchangePhi_gauge
#print axioms ExchangeConservation.sum_source
#print axioms ExchangeConservation.source_self
#print axioms ExchangeConservation.source_eq_zero_iff
```

```
'ExchangeConservation.exchangePhi_gauge' depends on axioms: [propext, Classical.choice, Quot.sound]
'ExchangeConservation.sum_source' depends on axioms: [propext, Classical.choice, Quot.sound]
'ExchangeConservation.source_self' depends on axioms: [propext, Classical.choice, Quot.sound]
'ExchangeConservation.source_eq_zero_iff' depends on axioms: [propext, Classical.choice, Quot.sound]
```

The type `n` is the finite set of sites, not a density. `exchange v G0` is $S$, and `source` is the diagonal entry of the actual commutator, without the factor $-i$ that turns it into a rate. The hypotheses `v.IsSymm` and `IsHermitian` are the symmetries used above.

`source_eq` states the formula. Its proof puts both sums under one sum over $j$, rewrites the transposed entries, and uses `Complex.sub_conj` for $z-\bar z$. `sum_source` uses cyclicity of the trace and holds for arbitrary complex $G^0$ and $G$ and any real $v$. `source_self` cancels the terms in pairs.

In `source_eq_zero_iff`, the matrix `w` is the interaction on a single pair; the unordered pair `s(i, j)` makes it symmetric, and `Finset.sum_eq_single` isolates the one surviving term. `two_site_witness` verifies the symmetries of the example and evaluates both sources.

`hasDerivAt_exchangePhi` follows the quadratic expansion: `hswap` equates the two cross terms, and `hf` records the polynomial in $t$. `exchangePhi_gauge` cancels the phases through `e`.

## Static matrices without an equation of motion

The theorems guarantee the algebra for every finite set of sites. The step from `source` to a changing density is the mean-field equation of motion, which enters only in the prose. Correlation self-energies and memory effects are absent, and $\Phi$ contains only the first-order exchange term. The derivative and the phase invariance are separate theorems; `source_self` is proved directly and not deduced from them.

The equivalence quantifies over all symmetric interactions. For one given $v$, contributions from different neighbours may cancel at a site even though some $z_{ij}$ are not real.

An alternative model would take a differentiable $G(t)$, a Hamiltonian $h$ and the equation of motion as hypotheses. The conclusion would then be a continuity equation with an explicit real source term. The commutator algebra would stay the same, but the result would apply only to matrices that follow that dynamics, whereas the present formula holds for any Hermitian pair $G^0,G$.
